# The three-qubit W state has no three-party Schmidt decomposition

Let a pure state of three two-level fragments be written as amplitudes T i j k in a basis e0, e1 of each fragment, and let a Schmidt form be a finite sum of terms s_k u_k ⊗ v_k ⊗ w_k with an orthonormal family on each fragment. Every pure state of two such fragments has the analogous two-factor form, but the three-fragment state a e0e0e1 + b e0e1e0 + c e1e0e0 has no Schmidt form when a, b and c are all nonzero.

```lean
import Mathlib

open Filter Topology

namespace ThreePartySchmidt

noncomputable section

/-- The amplitudes of a (not necessarily normalised) state of three qubits. -/
abbrev Tensor3 := Fin 2 → Fin 2 → Fin 2 → ℂ

/-- The first basis vector of a qubit. -/
def e0 : Fin 2 → ℂ := ![1, 0]

/-- The second basis vector of a qubit. -/
def e1 : Fin 2 → ℂ := ![0, 1]

/-- The product tensor `u ⊗ v ⊗ w` of three one-qubit vectors. -/
def product (u v w : Fin 2 → ℂ) : Tensor3 := fun i j k => u i * v j * w k

/-- The W-type tensor `a e0 e0 e1 + b e0 e1 e0 + c e1 e0 e0`. -/
def wTensor (a b c : ℂ) : Tensor3 :=
  a • product e0 e0 e1 + b • product e0 e1 e0 + c • product e1 e0 e0

/-- The tensor is a sum of two product tensors (either of which may be zero). -/
def IsSumOfTwoProducts (T : Tensor3) : Prop :=
  ∃ u v w u' v' w' : Fin 2 → ℂ, T = product u v w + product u' v' w'

/-- The tensor is a finite sum `∑ s_k u_k ⊗ v_k ⊗ w_k` with complex coefficients and an
orthonormal family for each of the three qubits. -/
def HasSchmidtForm (T : Tensor3) : Prop :=
  ∃ (r : ℕ) (s : Fin r → ℂ) (u v w : Fin r → EuclideanSpace ℂ (Fin 2)),
    Orthonormal ℂ u ∧ Orthonormal ℂ v ∧ Orthonormal ℂ w ∧
      T = ∑ k, s k • product (u k).ofLp (v k).ofLp (w k).ofLp

/-- The two-qubit amplitudes left after contracting the first qubit with `(x, y)`. -/
def slice (T : Tensor3) (x y : ℂ) : Matrix (Fin 2) (Fin 2) ℂ :=
  Matrix.of fun j k => x * T 0 j k + y * T 1 j k

/-- For a sum of two product tensors, the determinant of the contracted amplitudes is a
product of two linear forms in `(x, y)` times a constant. -/
theorem det_slice_two_products (u v w u' v' w' : Fin 2 → ℂ) (x y : ℂ) :
    (slice (product u v w + product u' v' w') x y).det =
      (x * u 0 + y * u 1) * (x * u' 0 + y * u' 1) *
        ((v 0 * v' 1 - v 1 * v' 0) * (w 0 * w' 1 - w 1 * w' 0)) := by
  simp only [slice, product, Matrix.det_fin_two, Matrix.of_apply, Pi.add_apply]
  ring

/-- For the W-type tensor the determinant of the contracted amplitudes is `-a b x²`. -/
theorem det_slice_wTensor (a b c x y : ℂ) :
    (slice (wTensor a b c) x y).det = -(a * b * x ^ 2) := by
  simp [slice, wTensor, product, e0, e1, Matrix.det_fin_two]
  ring

/-- The W-type tensor is a sum of two product tensors exactly when at least one of its
three amplitudes vanishes. -/
theorem wTensor_isSumOfTwoProducts_iff (a b c : ℂ) :
    IsSumOfTwoProducts (wTensor a b c) ↔ a = 0 ∨ b = 0 ∨ c = 0 := by
  constructor
  · rintro ⟨u, v, w, u', v', w', h⟩
    by_contra hn
    simp only [not_or] at hn
    obtain ⟨ha, hb, hc⟩ := hn
    obtain ⟨D, hD⟩ : ∃ D, D =
      (v 0 * v' 1 - v 1 * v' 0) * (w 0 * w' 1 - w 1 * w' 0) := ⟨_, rfl⟩
    -- the two expressions for the determinant agree for all x and y
    have key : ∀ x y : ℂ, -(a * b * x ^ 2) =
        (x * u 0 + y * u 1) * (x * u' 0 + y * u' 1) * D := by
      intro x y
      rw [← det_slice_wTensor a b c x y, h, det_slice_two_products, hD]
    -- compare the coefficients of x², y² and xy
    have hP : u 0 * u' 0 * D = -(a * b) := by linear_combination -(key 1 0)
    have hQ : u 1 * u' 1 * D = 0 := by linear_combination -(key 0 1)
    have hR : (u 0 * u' 1 + u 1 * u' 0) * D = 0 := by
      linear_combination -(key 1 1) + key 1 0 + key 0 1
    have hne : u 0 * u' 0 * D ≠ 0 := by
      rw [hP]
      exact neg_ne_zero.2 (mul_ne_zero ha hb)
    have hD0 : D ≠ 0 := right_ne_zero_of_mul hne
    have hu : u 0 ≠ 0 := left_ne_zero_of_mul (left_ne_zero_of_mul hne)
    have hu' : u' 0 ≠ 0 := right_ne_zero_of_mul (left_ne_zero_of_mul hne)
    have hQ' := (mul_eq_zero.1 hQ).resolve_right hD0
    have hR' := (mul_eq_zero.1 hR).resolve_right hD0
    -- neither first-qubit vector has a component along e1
    have hz : u 1 = 0 ∧ u' 1 = 0 := by
      rcases mul_eq_zero.1 hQ' with h1 | h1
      · exact ⟨h1, by simpa [h1, hu] using hR'⟩
      · exact ⟨by simpa [h1, hu'] using hR', h1⟩
    -- hence the amplitude c of e1 e0 e0 vanishes
    have h100 := congrFun (congrFun (congrFun h 1) 0) 0
    exact hc (by simpa [wTensor, product, e0, e1, hz.1, hz.2] using h100)
  · rintro (rfl | rfl | rfl)
    · refine ⟨b • e0, e1, e0, c • e1, e0, e0, ?_⟩
      funext i j k
      simp only [wTensor, product, Pi.add_apply, Pi.smul_apply, smul_eq_mul]
      ring
    · refine ⟨a • e0, e0, e1, c • e1, e0, e0, ?_⟩
      funext i j k
      simp only [wTensor, product, Pi.add_apply, Pi.smul_apply, smul_eq_mul]
      ring
    · refine ⟨a • e0, e0, e1, b • e0, e1, e0, ?_⟩
      funext i j k
      simp only [wTensor, product, Pi.add_apply, Pi.smul_apply, smul_eq_mul]
      ring

/-- A three-qubit tensor with a Schmidt form is a sum of two product tensors. -/
theorem HasSchmidtForm.isSumOfTwoProducts {T : Tensor3} (h : HasSchmidtForm T) :
    IsSumOfTwoProducts T := by
  obtain ⟨r, s, u, v, w, hu, -, -, hT⟩ := h
  -- a qubit has room for at most two orthonormal vectors
  have hr : r ≤ 2 := by
    simpa using hu.linearIndependent.fintype_card_le_finrank
  obtain rfl | rfl | rfl : r = 0 ∨ r = 1 ∨ r = 2 := by omega
  · refine ⟨0, 0, 0, 0, 0, 0, ?_⟩
    rw [hT]
    funext i j k
    simp [product]
  · refine ⟨s 0 • (u 0).ofLp, (v 0).ofLp, (w 0).ofLp, 0, 0, 0, ?_⟩
    rw [hT]
    funext i j k
    simp [product, mul_assoc]
  · refine ⟨s 0 • (u 0).ofLp, (v 0).ofLp, (w 0).ofLp,
      s 1 • (u 1).ofLp, (v 1).ofLp, (w 1).ofLp, ?_⟩
    rw [hT]
    funext i j k
    simp [Fin.sum_univ_two, product, mul_assoc]

/-- Schmidt decomposition fails for three fragments: a W-type tensor with three nonzero
amplitudes has no Schmidt form. -/
theorem wTensor_not_hasSchmidtForm {a b c : ℂ} (ha : a ≠ 0) (hb : b ≠ 0) (hc : c ≠ 0) :
    ¬ HasSchmidtForm (wTensor a b c) := by
  intro h
  rcases (wTensor_isSumOfTwoProducts_iff a b c).1 h.isSumOfTwoProducts with h | h | h
  · exact ha h
  · exact hb h
  · exact hc h

/-- The GHZ tensor `e0 e0 e0 + e1 e1 e1` has a Schmidt form. -/
theorem ghz_hasSchmidtForm :
    HasSchmidtForm (product e0 e0 e0 + product e1 e1 e1) := by
  have ho := (EuclideanSpace.basisFun (Fin 2) ℂ).orthonormal
  refine ⟨2, fun _ => 1, _, _, _, ho, ho, ho, ?_⟩
  funext i j k
  fin_cases i <;> fin_cases j <;> fin_cases k <;>
    simp [Fin.sum_univ_two, product, e0, e1]

/-- The tensor `e0 e0 e1 + e0 e1 e0 + e1 e0 e0` is a limit of sums of two product tensors. -/
theorem wTensor_mem_closure :
    wTensor 1 1 1 ∈ closure {T : Tensor3 | IsSumOfTwoProducts T} := by
  -- the difference quotient of the cube of e0 + ε e1 tends to the W tensor
  have hlim : Tendsto (fun ε : ℂ => wTensor 1 1 1 +
      ε • (product e0 e1 e1 + product e1 e0 e1 + product e1 e1 e0) +
      ε ^ 2 • product e1 e1 e1) (𝓝[≠] 0) (𝓝 (wTensor 1 1 1)) := by
    have hc : Continuous (fun ε : ℂ => wTensor 1 1 1 +
      ε • (product e0 e1 e1 + product e1 e0 e1 + product e1 e1 e0) +
      ε ^ 2 • product e1 e1 e1) := by fun_prop
    have h := (hc.tendsto 0).mono_left (nhdsWithin_le_nhds (s := {0}ᶜ))
    simpa using h
  refine mem_closure_of_tendsto hlim ?_
  filter_upwards [self_mem_nhdsWithin] with ε hε
  have hε0 : ε ≠ 0 := hε
  refine ⟨ε⁻¹ • (e0 + ε • e1), e0 + ε • e1, e0 + ε • e1, -ε⁻¹ • e0, e0, e0, ?_⟩
  funext i j k
  simp only [wTensor, product, Pi.add_apply, Pi.smul_apply, smul_eq_mul]
  field_simp
  ring

end

end ThreePartySchmidt
```

```lean
#print axioms ThreePartySchmidt.wTensor_not_hasSchmidtForm
#print axioms ThreePartySchmidt.ghz_hasSchmidtForm
#print axioms ThreePartySchmidt.wTensor_mem_closure
```

```
'ThreePartySchmidt.wTensor_not_hasSchmidtForm' depends on axioms: [propext, Classical.choice, Quot.sound]
'ThreePartySchmidt.ghz_hasSchmidtForm' depends on axioms: [propext, Classical.choice, Quot.sound]
'ThreePartySchmidt.wTensor_mem_closure' depends on axioms: [propext, Classical.choice, Quot.sound]
```

## Amplitudes, products and Schmidt forms

`Tensor3` is the type of amplitude arrays, with each index equal to 0 or 1. No normalisation is imposed. `product u v w` has entries u i · v j · w k, so it is an unentangled state, or zero if one of its factors is zero. `wTensor a b c` has only three entries that can be nonzero:

T 0 0 1 = a,  T 0 1 0 = b,  T 1 0 0 = c.

The normalised W state has a = b = c = 1/√3, while `wTensor 1 1 1` is √3 times that state.

`HasSchmidtForm` leaves the number of terms r free and allows any complex coefficients s_k. Textbooks usually take them real and nonnegative; this admits the same tensors, because the phase of s_k can be absorbed into u_k without disturbing orthonormality. The vectors live in `EuclideanSpace ℂ (Fin 2)`, which carries the usual inner product, and `.ofLp` returns their plain coordinates.

`IsSumOfTwoProducts` asks for less: two product terms, with no orthogonality and with zero terms permitted. The theorem `wTensor_isSumOfTwoProducts_iff` says that the W-type tensor has this property exactly when at least one of a, b, c is zero. The theorem `wTensor_not_hasSchmidtForm` then excludes a Schmidt form when all three are nonzero.

The equivalence concerns sums of two products, and a vanishing amplitude need not restore a Schmidt form. If c = 0 and a, b ≠ 0, the first qubit is in a pure state while the other two are entangled, whereas a Schmidt form would give all three one-qubit density matrices the same nonzero eigenvalues. This density-matrix argument is an aside that the code leaves unchecked.

The definition of a Schmidt form is not empty: `ghz_hasSchmidtForm` gives one for e0e0e0 + e1e1e1, with both coefficients equal to 1. For the normalised GHZ state both become 1/√2.

## One excitation shared by three fragments

Read e0 as the ground state of a fragment and e1 as its excited state. The W-type tensor then describes a single excitation spread over three fragments, with amplitude a on the third, b on the second and c on the first.

Embedding methods that build a bath from a Schmidt decomposition divide the system into a fragment and everything else. For three two-level fragments, the result shows that this two-party construction does not extend to a simultaneous decomposition of every state. Grouping two of the fragments together still gives an ordinary Schmidt decomposition across that cut.

Applying the result to real electronic fragments requires identifying them with three distinguishable two-level factors, which is not done here. A single spatial orbital already has four occupation states, and fermionic signs need a convention.

## The determinant left by one contracted qubit

Contract the first index with two numbers x and y, without complex conjugation. This leaves the 2×2 matrix called `slice`:

M j k = x T 0 j k + y T 1 j k.

Suppose that T is a sum of two products, u ⊗ v ⊗ w + u' ⊗ v' ⊗ w'. Here u0 and u1 denote the two entries of the single vector u, and likewise for the other vectors. Set α = x u0 + y u1 and β = x u'0 + y u'1. Then

M = α v wᵀ + β v' w'ᵀ = [v v'] diag(α, β) [w w']ᵀ,

and taking determinants gives

det M = α β D,  D = (v0 v'1 − v1 v'0)(w0 w'1 − w1 w'0).

This is `det_slice_two_products`, which Lean obtains by expanding the determinant and calling `ring`. For the W-type tensor the rows of M are (c y, a x) and (b x, 0), so

det M = −a b x²,

which is `det_slice_wTensor`.

If the W-type tensor is a sum of two products, the two expressions agree for all x and y:

−a b x² = (x u0 + y u1)(x u'0 + y u'1) D.

The coefficients of x², y² and xy give

u0 u'0 D = −a b,
u1 u'1 D = 0,
(u0 u'1 + u1 u'0) D = 0.

Assume that a, b and c are all nonzero. The first equation forces D, u0 and u'0 to be nonzero, so the second gives u1 u'1 = 0. If u1 = 0, the third reduces to u0 u'1 = 0, hence u'1 = 0. If u'1 = 0, it gives u1 = 0 in the same way. Neither first-qubit vector has an e1 component, and therefore

c = T 1 0 0 = u1 v0 w0 + u'1 v'0 w'0 = 0,

a contradiction. In Lean these steps are `hP`, `hQ`, `hR`, `hz` and `h100`.

Conversely, if one amplitude vanishes, only two product terms remain. Absorbing each coefficient into a first-qubit vector gives the required sum, and the three cases at the end of the Lean proof write it out.

## Comparing coefficients with `linear_combination`

The hypothesis `key` holds for every x and y, so it can be evaluated wherever convenient. Both sides are homogeneous quadratics, and three evaluations recover all three coefficients:

- (1, 0) gives the coefficient of x²;
- (0, 1) gives the coefficient of y²;
- (1, 1) gives the sum of all three, from which the other two are subtracted.

The tactic `linear_combination` takes this recipe literally. For the mixed coefficient it receives `-(key 1 1) + key 1 0 + key 0 1` and checks, by ring algebra, that this combination of known equations yields the goal. No theory of polynomials is needed, only an identity between complex numbers that can be used at chosen points.

## From a Schmidt form to two products

Orthonormal vectors are linearly independent, and ℂ² has dimension two, so a Schmidt form has r ≤ 2 terms. The lemma `HasSchmidtForm.isSumOfTwoProducts` treats the possible values in turn:

- for r = 0 the tensor is zero, a sum of two zero products;
- for r = 1 a zero product is added;
- for r = 2 the two terms are already the required sum.

Each coefficient s_k is absorbed into u_k. Only the orthonormality of the first family is used. Combined with the equivalence above, the lemma rules out a Schmidt form for the W-type tensor with three nonzero amplitudes.

For the GHZ tensor, the standard basis serves as all three orthonormal families, and Lean compares the eight amplitudes one by one.

## The W tensor as a limit of two products

The equal-amplitude tensor can be approached as closely as desired by sums of two products. For ε ≠ 0, expanding the threefold product of e0 + ε e1 gives

ε⁻¹ [(e0 + ε e1)⊗(e0 + ε e1)⊗(e0 + ε e1) − e0⊗e0⊗e0]
 = W + ε (e0e1e1 + e1e0e1 + e1e1e0) + ε² e1e1e1,

where W = e0e0e1 + e0e1e0 + e1e0e0. The left side is a sum of two products, and the right side tends to W entry by entry as ε → 0. This proves `wTensor_mem_closure`. Lean gets the limit from the continuity of the right side and checks the identity with `field_simp` and `ring`.

The two terms on the left grow like 1/|ε| and nearly cancel. A least-squares fit of two unrestricted products to this three-qubit tensor can therefore make the error arbitrarily small without ever reaching a best fit. The approximating sums are not written in Schmidt form, since e0 + ε e1 and e0 are not orthogonal.
